# The resolvent of two non-interacting finite systems as a convolution integral

Let Hermitian matrices $A$ and $B$ be the Hamiltonians of two finite quantum systems that do not interact. The joint Hamiltonian is $H=A\otimes1+1\otimes B$. The resolvent of a matrix $M$ is $G_M(w)=(w-M)^{-1}$, $\mathrm i$ is the imaginary unit, and matrices are integrated entry by entry. The problem is to obtain $G_H$ from $G_A$ and $G_B$. For $0<\gamma<\operatorname{Im}z$,

$$G_H(z)=\frac{\mathrm i}{2\pi}\int_{-\infty}^{\infty}G_A(x+\mathrm i\gamma)\otimes G_B(z-x-\mathrm i\gamma)\,dx .$$

The complex energy $z$ is shared between the systems, and $\gamma$ is the part of the broadening $\operatorname{Im}z$ given to $A$.

## Derivation from pairs of levels

Write $A=U\,\mathrm{diag}(a)\,U^\dagger$ and $B=V\,\mathrm{diag}(b)\,V^\dagger$ with $U,V$ unitary, and set $W=U\otimes V$. A pair of levels $k=(k_1,k_2)$ has energy $a_{k_1}+b_{k_2}$ in $H$. With $c_k=W_{ik}\overline{W_{jk}}$,

$$G_H(z)_{ij}=\sum_k\frac{c_k}{z-a_{k_1}-b_{k_2}},$$

and the integrand has entries

$$\sum_k\frac{c_k}{(x-p)(q-x)},\qquad p=a_{k_1}-\mathrm i\gamma,\quad q=z-\mathrm i\gamma-b_{k_2}.$$

Each term is integrable, since its modulus is at most $|x-p|^{-2}+|x-q|^{-2}$, a sum of two Lorentzians. Partial fractions give

$$\frac1{(x-p)(q-x)}=\frac1{q-p}\left[\frac1{x-p}-\frac1{x-q}\right],\qquad q-p=z-a_{k_1}-b_{k_2}.$$

Here $\operatorname{Im}p<0<\operatorname{Im}q$, so $-\mathrm i(x-p)$ and $\mathrm i(x-q)$ have positive real part. The bracket therefore has the primitive

$$F(x)=\log(-\mathrm i(x-p))-\log(\mathrm i(x-q)),$$

in which the arguments of the logarithms never meet the branch cut. For large $r>0$, $\log(rs+d)-\log r=\log(s+d/r)\to\log s$ when $s$ is off the cut. The $\log r$ terms cancel in $F$, leaving

$$F(\infty)=\log(-\mathrm i)-\log\mathrm i=-\mathrm i\pi,\qquad F(-\infty)=\mathrm i\pi.$$

Each term integrates to $-2\pi\mathrm i\,c_k/(z-a_{k_1}-b_{k_2})$. Multiplying by $\mathrm i/(2\pi)$ and summing over $k$ gives the claim.

## Matrices and resolvents in Lean

The finite types `m` and `n` label the basis states of the two systems; they are not dimensions.

```lean
import Mathlib

open MeasureTheory Filter Topology
open scoped Matrix Kronecker

namespace ResolventConvolution

noncomputable section

variable {m n : Type*} [Fintype m] [DecidableEq m] [Fintype n] [DecidableEq n]
```

`green A w` is $G_A(w)$.

```lean
/-- The resolvent (Green's matrix) `(w - A)⁻¹`, for `w` outside the spectrum of `A`. -/
def green (A : Matrix n n ℂ) (w : ℂ) : Matrix n n ℂ := (w • (1 : Matrix n n ℂ) - A)⁻¹
```

`kronSum` is $H$, with `⊗ₖ` the Kronecker product. Its basis states are pairs in `m × n`.

```lean
/-- The Hamiltonian `A ⊗ 1 + 1 ⊗ B` of two subsystems that do not interact. -/
def kronSum (A : Matrix m m ℂ) (B : Matrix n n ℂ) : Matrix (m × n) (m × n) ℂ :=
  A ⊗ₖ (1 : Matrix n n ℂ) + (1 : Matrix m m ℂ) ⊗ₖ B
```

`pairGreen` is the integrand.

```lean
/-- The product `G_A(x + iγ) ⊗ G_B(z - x - iγ)`, in which the energy `z` is shared between
the subsystems; both arguments must lie outside the respective spectra. -/
def pairGreen (A : Matrix m m ℂ) (B : Matrix n n ℂ) (z : ℂ) (γ x : ℝ) :
    Matrix (m × n) (m × n) ℂ :=
  green A (x + γ * Complex.I) ⊗ₖ green B (z - x - γ * Complex.I)
```

## The scalar integral

The Lorentzian bound gives integrability for any two poles off the real axis.

```lean
/-- A product of two simple poles off the real axis is integrable over the real line. -/
theorem integrable_kernel {p q : ℂ} (hp : p.im ≠ 0) (hq : q.im ≠ 0) :
    Integrable (fun x : ℝ => ((x : ℂ) - p)⁻¹ * (q - x)⁻¹) := by
  -- the squared modulus of a simple pole is a Lorentzian
  have lor : ∀ r : ℂ, r.im ≠ 0 → Integrable (fun x : ℝ => ‖((x : ℂ) - r)⁻¹‖ ^ 2) := by
    intro r hr
    have h := ((integrable_inv_one_add_sq.comp_div hr).comp_sub_right r.re).const_mul
      ((r.im ^ 2)⁻¹)
    refine h.congr (Eventually.of_forall fun x => ?_)
    show (r.im ^ 2)⁻¹ * (1 + ((x - r.re) / r.im) ^ 2)⁻¹ = ‖((x : ℂ) - r)⁻¹‖ ^ 2
    have e : ‖(x : ℂ) - r‖ ^ 2 = (x - r.re) ^ 2 + r.im ^ 2 := by
      rw [Complex.sq_norm, Complex.normSq_apply]
      simp only [Complex.sub_re, Complex.sub_im, Complex.ofReal_re, Complex.ofReal_im]
      ring
    have key : ∀ t s d : ℝ, t * d = s → d ^ 2 * (1 + t ^ 2) = s ^ 2 + d ^ 2 := by
      rintro t _ d rfl
      ring
    rw [norm_inv, inv_pow, e, ← mul_inv, key _ _ _ (div_mul_cancel₀ _ hr)]
  refine ((lor p hp).add (lor q hq)).mono'
    (by fun_prop : Measurable _).aestronglyMeasurable (Eventually.of_forall fun x => ?_)
  have e : ‖(q - (x : ℂ))⁻¹‖ = ‖((x : ℂ) - q)⁻¹‖ := by
    rw [norm_inv, norm_inv, norm_sub_rev]
  show _ ≤ ‖((x : ℂ) - p)⁻¹‖ ^ 2 + ‖((x : ℂ) - q)⁻¹‖ ^ 2
  rw [norm_mul, e]
  nlinarith [sq_nonneg (‖((x : ℂ) - p)⁻¹‖ - ‖((x : ℂ) - q)⁻¹‖),
    sq_nonneg ‖((x : ℂ) - p)⁻¹‖, sq_nonneg ‖((x : ℂ) - q)⁻¹‖]
```

The next lemma is the large-$r$ limit of the logarithm. `slitPlane` is the complex plane without the non-positive real axis.

```lean
/-- Far out along a ray of direction `c` off the branch cut, `log (r c + d) - log r`
tends to `log c`. -/
theorem tendsto_log_ray {c : ℂ} (hc : c ∈ Complex.slitPlane) (d : ℂ) :
    Tendsto (fun r : ℝ => Complex.log (r * c + d) - (Real.log r : ℂ)) atTop
      (𝓝 (Complex.log c)) := by
  have h1 : Tendsto (fun r : ℝ => c + d * ((r⁻¹ : ℝ) : ℂ)) atTop (𝓝 c) := by
    have h0 := (Complex.continuous_ofReal.tendsto 0).comp (tendsto_inv_atTop_zero (𝕜 := ℝ))
    simpa [Function.comp_def] using (h0.const_mul d).const_add c
  refine (h1.clog hc).congr' ?_
  filter_upwards [eventually_gt_atTop 0, h1.eventually_ne (Complex.slitPlane_ne_zero hc)]
    with r hr hne
  have e : (r : ℂ) * c + d = r * (c + d * ((r⁻¹ : ℝ) : ℂ)) := by
    have : (r : ℂ) ≠ 0 := by exact_mod_cast hr.ne'
    push_cast
    field_simp
  rw [e, Complex.log_ofReal_mul hr hne]
  ring
```

The rotations $-\mathrm i$ and $\mathrm i$ become general factors `c` and `d`, so one lemma serves distinct poles on either side of the real axis. `hder` differentiates the primitive, which is $(q-p)^{-1}$ times a difference of logarithms; `ht` and `hb` are the limits of that difference at $+\infty$ and $-\infty$.

```lean
/-- The integral of a product of two distinct simple poles off the real axis, for factors
`c`, `d` that keep `c (x - p)`, `d (x - q)` and the directions `±c`, `±d` off the branch cut
of the logarithm. -/
theorem integral_kernel {p q c d : ℂ} (hp : p.im ≠ 0) (hq : q.im ≠ 0) (hpq : q - p ≠ 0)
    (hc : c ∈ Complex.slitPlane) (hc' : -c ∈ Complex.slitPlane)
    (hd : d ∈ Complex.slitPlane) (hd' : -d ∈ Complex.slitPlane)
    (hcp : ∀ x : ℝ, c * (x - p) ∈ Complex.slitPlane)
    (hdq : ∀ x : ℝ, d * (x - q) ∈ Complex.slitPlane) :
    ∫ x : ℝ, ((x : ℂ) - p)⁻¹ * (q - x)⁻¹ = (q - p)⁻¹ *
      ((Complex.log c - Complex.log d) - (Complex.log (-c) - Complex.log (-d))) := by
  -- the primitive is a difference of logarithms
  have hder : ∀ x : ℝ, HasDerivAt (fun y : ℝ => (q - p)⁻¹ *
      (Complex.log (c * (y - p)) - Complex.log (d * (y - q))))
      (((x : ℂ) - p)⁻¹ * (q - x)⁻¹) x := by
    intro x
    have h1 : ∀ s r : ℂ, s * (x - r) ∈ Complex.slitPlane →
        HasDerivAt (fun y : ℝ => Complex.log (s * (y - r))) (((x : ℂ) - r)⁻¹) x := by
      intro s r h
      have h0 : HasDerivAt (fun y : ℝ => s * ((y : ℂ) - r)) s x := by
        simpa using ((hasDerivAt_id x).ofReal_comp.sub_const r).const_mul s
      refine (h0.clog_real h).congr_deriv ?_
      show s / (s * ((x : ℂ) - r)) = ((x : ℂ) - r)⁻¹
      rw [div_eq_mul_inv, mul_inv, ← mul_assoc,
        mul_inv_cancel₀ (mul_ne_zero_iff.mp (Complex.slitPlane_ne_zero h)).1, one_mul]
    refine (((h1 c p (hcp x)).fun_sub (h1 d q (hdq x))).const_mul _).congr_deriv ?_
    have hu := mul_inv_cancel₀ (mul_ne_zero_iff.mp (Complex.slitPlane_ne_zero (hcp x))).2
    have hx := (mul_ne_zero_iff.mp (Complex.slitPlane_ne_zero (hdq x))).2
    have hv := mul_inv_cancel₀ (sub_ne_zero.mpr (sub_ne_zero.mp hx).symm)
    rw [inv_mul_eq_iff_eq_mul₀ hpq, ← neg_sub q (x : ℂ), inv_neg]
    linear_combination -(q - (x : ℂ))⁻¹ * hu - ((x : ℂ) - p)⁻¹ * hv
  have ht : Tendsto (fun x : ℝ => Complex.log (c * (x - p)) - Complex.log (d * (x - q)))
      atTop (𝓝 (Complex.log c - Complex.log d)) := by
    refine ((tendsto_log_ray hc (-(c * p))).sub (tendsto_log_ray hd (-(d * q)))).congr
      fun x => ?_
    rw [show c * ((x : ℂ) - p) = x * c + -(c * p) by ring,
      show d * ((x : ℂ) - q) = x * d + -(d * q) by ring]
    ring
  have hb : Tendsto (fun x : ℝ => Complex.log (c * (x - p)) - Complex.log (d * (x - q)))
      atBot (𝓝 (Complex.log (-c) - Complex.log (-d))) := by
    refine (((tendsto_log_ray hc' (-(c * p))).sub (tendsto_log_ray hd' (-(d * q)))).comp
      tendsto_neg_atBot_atTop).congr fun x => ?_
    rw [show c * ((x : ℂ) - p) = ((-x : ℝ) : ℂ) * -c + -(c * p) by push_cast; ring,
      show d * ((x : ℂ) - q) = ((-x : ℝ) : ℂ) * -d + -(d * q) by push_cast; ring]
    simp only [Function.comp_apply]
    ring
  rw [integral_of_hasDerivAt_of_tendsto hder (integrable_kernel hp hq)
    (hb.const_mul _) (ht.const_mul _)]
  ring
```

## Reduction to levels

A unitary eigenbasis diagonalises the resolvent.

```lean
/-- In a unitary eigenbasis the resolvent is diagonal with entries `1 / (w - e k)`, for `w`
different from every eigenvalue `e k`. -/
theorem green_spectral {U : Matrix n n ℂ} (hU : U * Uᴴ = 1) (e : n → ℂ) {w : ℂ}
    (hw : ∀ k, w - e k ≠ 0) :
    green (U * Matrix.diagonal e * Uᴴ) w
      = U * Matrix.diagonal (fun k => (w - e k)⁻¹) * Uᴴ := by
  have hU' : Uᴴ * U = 1 := mul_eq_one_comm.mp hU
  have h0 : Matrix.diagonal (fun k => w - e k)
      = w • (1 : Matrix n n ℂ) - Matrix.diagonal e := by
    ext i j
    by_cases h : i = j <;> simp [h]
  have h1 : w • (1 : Matrix n n ℂ) - U * Matrix.diagonal e * Uᴴ
      = U * Matrix.diagonal (fun k => w - e k) * Uᴴ := by
    rw [h0, mul_sub, sub_mul, mul_smul_comm, mul_one, smul_mul_assoc, hU]
  have hd : (fun k => (w - e k) * (w - e k)⁻¹) = fun _ => (1 : ℂ) :=
    funext fun k => mul_inv_cancel₀ (hw k)
  unfold green
  apply Matrix.inv_eq_right_inv
  rw [h1]
  calc _ = U * (Matrix.diagonal (fun k => w - e k) * (Uᴴ * U)
        * Matrix.diagonal (fun k => (w - e k)⁻¹)) * Uᴴ := by simp only [mul_assoc]
    _ = 1 := by rw [hU', mul_one, Matrix.diagonal_mul_diagonal, hd, Matrix.diagonal_one,
        mul_one, hU]
```

Both sides are then expanded with the same weights $c_k$. In the proof, `kron` combines the two eigenbases and `hK` diagonalises $H$.

```lean
/-- For Hermitian `A`, `B`, `γ ≠ 0` and `γ ≠ Im z`, there are real numbers `a`, `b` and weights `c`
that express entry `(i, j)` of `G_A(x + iγ) ⊗ G_B(z - x - iγ)` for every real `x`, and, if
`Im z ≠ 0`, that of the resolvent of `A ⊗ 1 + 1 ⊗ B` at `z`, as the sums over pairs `k` below. -/
theorem spectral_expansion {A : Matrix m m ℂ} {B : Matrix n n ℂ} (hA : A.IsHermitian)
    (hB : B.IsHermitian) {z : ℂ} {γ : ℝ} (h0 : γ ≠ 0) (h1 : γ ≠ z.im) (i j : m × n) :
    ∃ (a : m → ℝ) (b : n → ℝ) (c : m × n → ℂ),
      (z.im ≠ 0 → green (kronSum A B) z i j
        = ∑ k, c k * (z - ((a k.1 : ℂ) + b k.2))⁻¹) ∧
      ∀ x : ℝ, pairGreen A B z γ x i j = ∑ k, c k *
        (((x : ℂ) - (a k.1 - γ * Complex.I))⁻¹ * (z - γ * Complex.I - b k.2 - x)⁻¹) := by
  obtain ⟨U, a, hU, hA'⟩ : ∃ (U : Matrix m m ℂ) (a : m → ℝ), U * Uᴴ = 1 ∧
      A = U * Matrix.diagonal (fun k => (a k : ℂ)) * Uᴴ :=
    ⟨_, hA.eigenvalues, Matrix.mem_unitaryGroup_iff.mp hA.eigenvectorUnitary.2,
      hA.spectral_theorem.trans (Unitary.conjStarAlgAut_apply _ _)⟩
  obtain ⟨V, b, hV, hB'⟩ : ∃ (V : Matrix n n ℂ) (b : n → ℝ), V * Vᴴ = 1 ∧
      B = V * Matrix.diagonal (fun k => (b k : ℂ)) * Vᴴ :=
    ⟨_, hB.eigenvalues, Matrix.mem_unitaryGroup_iff.mp hB.eigenvectorUnitary.2,
      hB.spectral_theorem.trans (Unitary.conjStarAlgAut_apply _ _)⟩
  have ne_real : ∀ {w : ℂ}, w.im ≠ 0 → ∀ r : ℝ, w - (r : ℂ) ≠ 0 :=
    fun hw r h => hw (by simpa using congrArg Complex.im h)
  -- products of eigenvectors diagonalise both sides
  have kron : ∀ (f : m → ℂ) (g : n → ℂ),
      (U * Matrix.diagonal f * Uᴴ) ⊗ₖ (V * Matrix.diagonal g * Vᴴ)
        = (U ⊗ₖ V) * Matrix.diagonal (fun k : m × n => f k.1 * g k.2) * (U ⊗ₖ V)ᴴ := by
    intro f g
    rw [Matrix.conjTranspose_kronecker, Matrix.mul_kronecker_mul, Matrix.mul_kronecker_mul,
      Matrix.diagonal_kronecker_diagonal]
  have hW : (U ⊗ₖ V) * (U ⊗ₖ V)ᴴ = 1 := by
    rw [Matrix.conjTranspose_kronecker, ← Matrix.mul_kronecker_mul, hU, hV,
      Matrix.one_kronecker_one]
  have entry : ∀ f : m × n → ℂ, ((U ⊗ₖ V) * Matrix.diagonal f * (U ⊗ₖ V)ᴴ) i j
      = ∑ k, ((U ⊗ₖ V) i k * star ((U ⊗ₖ V) j k)) * f k := by
    intro f
    rw [Matrix.mul_apply]
    refine Finset.sum_congr rfl fun k _ => ?_
    rw [Matrix.mul_diagonal, Matrix.conjTranspose_apply]
    ring
  have hK : kronSum A B = (U ⊗ₖ V) *
      Matrix.diagonal (fun k : m × n => (a k.1 : ℂ) + b k.2) * (U ⊗ₖ V)ᴴ := by
    have e1 := kron (fun k => (a k : ℂ)) (fun _ => 1)
    have e2 := kron (fun _ => 1) (fun k => (b k : ℂ))
    rw [Matrix.diagonal_one, mul_one, hV, ← hA'] at e1
    rw [Matrix.diagonal_one, mul_one, hU, ← hB'] at e2
    rw [kronSum, e1, e2, ← add_mul, ← mul_add, Matrix.diagonal_add]
    simp only [mul_one, one_mul]
  refine ⟨a, b, fun k => (U ⊗ₖ V) i k * star ((U ⊗ₖ V) j k), fun hz => ?_, fun x => ?_⟩
  · rw [hK, green_spectral hW _ (fun k => by exact_mod_cast ne_real hz (a k.1 + b k.2)),
      entry]
  · have hu : ((x : ℂ) + γ * Complex.I).im ≠ 0 := by simpa using h0
    have hv : (z - x - γ * Complex.I).im ≠ 0 := by
      simpa [sub_eq_zero] using h1.symm
    rw [pairGreen, hA', hB', green_spectral hU _ (fun k => ne_real hu (a k)),
      green_spectral hV _ (fun k => ne_real hv (b k)), kron, entry]
    refine Finset.sum_congr rfl fun k _ => ?_
    congr 3 <;> ring
```

Integrability passes from the terms to the finite sum.

```lean
/-- For Hermitian `A`, `B`, every entry of `G_A(x + iγ) ⊗ G_B(z - x - iγ)` is integrable over
real `x` if `γ ≠ 0` and `γ ≠ Im z`. -/
theorem integrable_pairGreen {A : Matrix m m ℂ} {B : Matrix n n ℂ} (hA : A.IsHermitian)
    (hB : B.IsHermitian) {z : ℂ} {γ : ℝ} (h0 : γ ≠ 0) (h1 : γ ≠ z.im) (i j : m × n) :
    Integrable (fun x : ℝ => pairGreen A B z γ x i j) := by
  obtain ⟨a, b, c, -, h⟩ := spectral_expansion hA hB h0 h1 i j
  simp_rw [h]
  exact MeasureTheory.integrable_finsetSum _ fun k _ => (integrable_kernel (by simpa using h0)
    (by simpa [sub_eq_zero] using h1.symm)).const_mul _
```

## The convolution theorem and its range

The hypotheses `h0` and `h1` place the poles on opposite sides of the real axis, and `hI` is $\frac{\mathrm i}{2\pi}(-2\pi\mathrm i)=1$.

```lean
/-- Convolution of resolvents: for Hermitian `A`, `B` and `0 < γ < Im z`, each entry of the
resolvent of `A ⊗ 1 + 1 ⊗ B` at `z` is `i/(2π)` times the integral over real `x` of that entry
of `G_A(x + iγ) ⊗ G_B(z - x - iγ)`. -/
theorem green_kronSum_apply {A : Matrix m m ℂ} {B : Matrix n n ℂ} (hA : A.IsHermitian)
    (hB : B.IsHermitian) {z : ℂ} {γ : ℝ} (h0 : 0 < γ) (h1 : γ < z.im) (i j : m × n) :
    green (kronSum A B) z i j
      = Complex.I / (2 * Real.pi) * ∫ x : ℝ, pairGreen A B z γ x i j := by
  obtain ⟨a, b, c, hG, h⟩ := spectral_expansion hA hB h0.ne' h1.ne i j
  have hp : ∀ k : m × n, ((a k.1 : ℂ) - γ * Complex.I).im < 0 := fun k => by simpa using h0
  have hq : ∀ k : m × n, 0 < (z - γ * Complex.I - b k.2).im := fun k => by simpa using h1
  have hz : z.im ≠ 0 := (h0.trans h1).ne'
  simp_rw [h]
  rw [hG hz, MeasureTheory.integral_finsetSum _ fun k _ =>
    (integrable_kernel (hp k).ne (hq k).ne').const_mul _, Finset.mul_sum]
  refine Finset.sum_congr rfl fun k _ => ?_
  have e : z - γ * Complex.I - b k.2 - (a k.1 - γ * Complex.I)
      = z - ((a k.1 : ℂ) + b k.2) := by ring
  have hne : z - γ * Complex.I - b k.2 - (a k.1 - γ * Complex.I) ≠ 0 := by
    intro h'
    have := congrArg Complex.im (e.symm.trans h')
    exact hz (by simpa using this)
  -- the poles lie on opposite sides of the real axis
  rw [integral_const_mul, integral_kernel (c := -Complex.I) (d := Complex.I)
    (hp k).ne (hq k).ne' hne (by simp [Complex.mem_slitPlane_iff])
    (by simp [Complex.mem_slitPlane_iff]) (by simp [Complex.mem_slitPlane_iff])
    (by simp [Complex.mem_slitPlane_iff])
    (fun x => Complex.mem_slitPlane_iff.mpr (Or.inl (by simpa using h0)))
    (fun x => Complex.mem_slitPlane_iff.mpr (Or.inl (by simpa using h1))),
    e, neg_neg, Complex.log_neg_I, Complex.log_I]
  have hpi : (2 * Real.pi : ℂ) ≠ 0 := by
    exact_mod_cast (mul_pos two_pos Real.pi_pos).ne'
  have hI : Complex.I / (2 * Real.pi) * (-(2 * Real.pi) * Complex.I) = 1 := by
    rw [div_mul_eq_mul_div, div_eq_iff hpi]
    linear_combination -(2 * Real.pi : ℂ) * Complex.I_mul_I
  linear_combination -(c k * (z - ((a k.1 : ℂ) + b k.2))⁻¹) * hI
```

For equal sharing, $\gamma=\eta/2$ with $\eta=\operatorname{Im}z$, the entries are collected into a single matrix equation.

```lean
/-- For Hermitian `A`, `B` and `Im z = η > 0`, the resolvent of `A ⊗ 1 + 1 ⊗ B` at `z` is
`i/(2π)` times the entrywise integral of `G_A(x + iη/2) ⊗ G_B(z - x - iη/2)` over real `x`. -/
theorem green_kronSum_half {A : Matrix m m ℂ} {B : Matrix n n ℂ} (hA : A.IsHermitian)
    (hB : B.IsHermitian) {z : ℂ} {η : ℝ} (hη : 0 < η) (hz : z.im = η) :
    green (kronSum A B) z = (Complex.I / (2 * Real.pi)) •
      Matrix.of fun i j => ∫ x : ℝ, pairGreen A B z (η / 2) x i j := by
  ext i j
  exact green_kronSum_apply hA hB (half_pos hη) (by linarith) i j
```

If $\gamma>\operatorname{Im}z>0$, both poles lie below the axis. Both logarithms then take the factor $-\mathrm i$, and their difference tends to zero at each end. The integral vanishes, whereas $G_H(z)$ is invertible and so non-zero for non-empty systems.

```lean
/-- For Hermitian `A`, `B` and `0 < Im z < γ`, the integral over real `x` of every entry of
`G_A(x + iγ) ⊗ G_B(z - x - iγ)` vanishes. -/
theorem integral_pairGreen_eq_zero {A : Matrix m m ℂ} {B : Matrix n n ℂ}
    (hA : A.IsHermitian) (hB : B.IsHermitian) {z : ℂ} {γ : ℝ} (hz : 0 < z.im)
    (h1 : z.im < γ) (i j : m × n) : ∫ x : ℝ, pairGreen A B z γ x i j = 0 := by
  have h0 : 0 < γ := hz.trans h1
  obtain ⟨a, b, c, -, h⟩ := spectral_expansion hA hB h0.ne' h1.ne' i j
  have hp : ∀ k : m × n, ((a k.1 : ℂ) - γ * Complex.I).im < 0 := fun k => by simpa using h0
  have hq : ∀ k : m × n, (z - γ * Complex.I - b k.2).im < 0 := fun k => by simpa using h1
  simp_rw [h]
  rw [MeasureTheory.integral_finsetSum _ fun k _ =>
    (integrable_kernel (hp k).ne (hq k).ne).const_mul _]
  refine Finset.sum_eq_zero fun k _ => ?_
  have hne : z - γ * Complex.I - b k.2 - (a k.1 - γ * Complex.I) ≠ 0 := by
    intro h'
    have := congrArg Complex.im h'
    exact hz.ne' (by simpa using this)
  -- both poles lie below the real axis
  rw [integral_const_mul, integral_kernel (c := -Complex.I) (d := -Complex.I)
    (hp k).ne (hq k).ne hne (by simp [Complex.mem_slitPlane_iff])
    (by simp [Complex.mem_slitPlane_iff]) (by simp [Complex.mem_slitPlane_iff])
    (by simp [Complex.mem_slitPlane_iff])
    (fun x => Complex.mem_slitPlane_iff.mpr (Or.inl (by simpa using h0)))
    (fun x => Complex.mem_slitPlane_iff.mpr (Or.inl (by simpa using h1)))]
  ring
```

Since $\operatorname{tr}(X\otimes Y)=\operatorname{tr}X\,\operatorname{tr}Y$, summing the diagonal entries gives a convolution of traces.

```lean
/-- For Hermitian `A`, `B` and `0 < γ < Im z`, the trace of the composite resolvent is `i/(2π)`
times the convolution integral of the traces of the subsystem resolvents. -/
theorem trace_green_kronSum {A : Matrix m m ℂ} {B : Matrix n n ℂ} (hA : A.IsHermitian)
    (hB : B.IsHermitian) {z : ℂ} {γ : ℝ} (h0 : 0 < γ) (h1 : γ < z.im) :
    (green (kronSum A B) z).trace = Complex.I / (2 * Real.pi) *
      ∫ x : ℝ, (green A (x + γ * Complex.I)).trace
        * (green B (z - x - γ * Complex.I)).trace := by
  have e : ∀ x : ℝ, (green A (x + γ * Complex.I)).trace
      * (green B (z - x - γ * Complex.I)).trace = ∑ i, pairGreen A B z γ x i i :=
    fun x => (Matrix.trace_kronecker _ _).symm
  simp_rw [e]
  rw [MeasureTheory.integral_finsetSum _ fun i _ => integrable_pairGreen hA hB h0.ne' h1.ne i i,
    Finset.mul_sum]
  exact Finset.sum_congr rfl fun i _ => green_kronSum_apply hA hB h0 h1 i i

end

end ResolventConvolution
```

```lean
#print axioms ResolventConvolution.integral_kernel
#print axioms ResolventConvolution.green_kronSum_half
#print axioms ResolventConvolution.integral_pairGreen_eq_zero
#print axioms ResolventConvolution.trace_green_kronSum
```

```
'ResolventConvolution.integral_kernel' depends on axioms: [propext, Classical.choice, Quot.sound]
'ResolventConvolution.green_kronSum_half' depends on axioms: [propext, Classical.choice, Quot.sound]
'ResolventConvolution.integral_pairGreen_eq_zero' depends on axioms: [propext, Classical.choice, Quot.sound]
'ResolventConvolution.trace_green_kronSum' depends on axioms: [propext, Classical.choice, Quot.sound]
```

## Use in a calculation, and another model

For two distinguishable, non-interacting particles in finite bases, the trace formula yields the broadened density of two-particle states $-\operatorname{Im}\operatorname{tr}G_H(E+\mathrm i\eta)/\pi$ at real energy $E$. One tabulates $\operatorname{tr}G_A(x+\mathrm i\eta/2)$ and $\operatorname{tr}G_B(E-x+\mathrm i\eta/2)$ on a grid of spacing $\Delta x$ well below $\eta$, sums their products and multiplies by $\mathrm i\,\Delta x/(2\pi)$. Far from all $a_{k_1}$ and $E-b_{k_2}$ the integrand falls off as $x^{-2}$, so cutting the grid at a sufficiently large $|x|=L$ leaves an error of order $1/L$.

The integral could also be modelled as that of a matrix-valued function. With Mathlib's integral this would require a norm on the matrices, and would state the result without reference to entries. In either model, passing from a finite basis to the full Hilbert space of a real system remains a separate step.
